# Static Kubo formula for a two-level system with permanent dipoles

Take two levels at energies $0$ and $D>0$ with permanent dipoles $d_0$ and $d_1$, and no coupling between them. In a static field $F$ their energies are $-Fd_0$ and $D-Fd_1$. Both are straight lines in $F$, so neither level is polarisable. At inverse temperature $\beta>0$ the partition function is $Z=e^{\beta Fd_0}+e^{-\beta(D-Fd_1)}$, and differentiating $\ln Z/\beta$ twice at $F=0$ gives

$$\beta p_0p_1(d_1-d_0)^2,\qquad p_0=\frac1{1+e^{-\beta D}},\quad p_1=\frac{e^{-\beta D}}{1+e^{-\beta D}}.$$

This is a Curie term: the field moves population towards the level with the more favourable dipole. For $\beta D\ll1$ it approaches $\beta(d_1-d_0)^2/4$, which is Curie's $1/T$ law; for $\beta D\gg1$ it is exponentially small, because the upper level is empty. A transition dipole $\mu$ bends the levels and adds a second term.

## Interband and Curie terms in one identity

Let $H(F)=\mathrm{diag}(0,D)-FA$ with $A=\begin{pmatrix}d_0&\mu\\ \mu&d_1\end{pmatrix}$ real, and let $Z(F)$ sum $e^{-\beta E}$ over both eigenvalues. With $\Phi=\ln Z/\beta$,

$$\Phi''(0)=\frac{2\mu^2(p_0-p_1)}{D}+\beta p_0p_1(d_1-d_0)^2=\int_0^\beta\langle A(\tau)A\rangle\,d\tau-\beta\langle A\rangle^2 .$$

Here $A(\tau)=e^{\tau H(0)}Ae^{-\tau H(0)}$, the averages are thermal and taken at zero field, and $\tau$ is imaginary time in units of inverse energy.

## Finite-field and sum-over-states codes

For this two-level model, the identity gives two routes to the isothermal polarisability $\Phi''(0)$, which is the slope of the thermal mean dipole $\Phi'(F)$ at zero field: finite fields, or the zero-field correlation integral less $\beta\langle A\rangle^2$. The first uses $[\Phi(h)-2\Phi(0)+\Phi(-h)]/h^2$, which tends to $\Phi''(0)$ as the field step $h$ goes to zero. A zero-field response calculation often sums instead over pairs of distinct states with factors $(p_k-p_n)/(E_n-E_k)$. That sum gives only the interband term, which is also what frozen populations give. The Curie term needs the diagonal elements of $A$ and the subtraction of $\beta\langle A\rangle^2$.

For a test value, take $D=1$, $\beta=\ln3$, $\mu=1$, $d_0=0$, $d_1=2$. Then $p_0=3/4$ and $p_1=1/4$. The interband term is $1$, the Curie term is $\tfrac34\ln3\approx0.824$, and the total is about $1.824$. On the Kubo side, the integral is $1+\ln3$ and $\langle A\rangle=1/2$, so the subtraction is $\tfrac14\ln3$ and the total is the same.

## From level curvatures to the correlation integral

Write $\Delta=d_1-d_0$, $m=(D-F(d_0+d_1))/2$ and $g=\sqrt{((D-F\Delta)/2)^2+F^2\mu^2}$. The diagonal entries of $H(F)$ are $m\mp(D-F\Delta)/2$, so

$$\det(x-H)=(x-m)^2-g^2,\qquad E_0=m-g,\quad E_1=m+g.$$

With $w_n=e^{-\beta E_n}$, the first derivative is $\Phi'=-\sum_n w_nE_n'/Z$. Since $w_n'=-\beta E_n'w_n$, the quotient rule gives

$$\Phi''=-\sum_n\frac{w_n}{Z}E_n''+\beta\left[\sum_n\frac{w_n}{Z}E_n'^2-\Big(\sum_n\frac{w_n}{Z}E_n'\Big)^2\right].$$

For two levels the bracket is $w_0w_1(E_1'-E_0')^2/Z^2$.

Differentiating $g^2$ once gives $2gg'=F(2\mu^2+\Delta^2/2)-D\Delta/2$. At $F=0$, $g=D/2$, hence $g'=-\Delta/2$. Differentiating again, $2g'^2+2gg''=2\mu^2+\Delta^2/2$, hence $g''=2\mu^2/D$. The level slopes are therefore $-d_0$ and $-d_1$, and the curvatures are $\mp2\mu^2/D$. Inserting them gives the two terms.

For the Kubo side, $e^{-\tau H(0)}=\mathrm{diag}(1,e^{-\tau D})$. Taking the trace,

$$\langle A(\tau)A\rangle=p_0d_0^2+p_1d_1^2+\mu^2\,\frac{e^{-\tau D}+e^{-(\beta-\tau)D}}{1+e^{-\beta D}} .$$

Each exponential integrates to $(1-e^{-\beta D})/D$, so the integral is $\beta(p_0d_0^2+p_1d_1^2)+2\mu^2(p_0-p_1)/D$. Subtracting $\beta(p_0d_0+p_1d_1)^2$ leaves $\beta p_0p_1\Delta^2$ beside the interband term.

## The identity in Lean

```lean
import Mathlib

open Filter Topology

namespace TwoLevelKubo

noncomputable section

/-- The field-free Hamiltonian with levels `0` and `D`. -/
def freeH (D : ℝ) : Matrix (Fin 2) (Fin 2) ℝ := !![0, 0; 0, D]

/-- The dipole operator with permanent dipoles `d0`, `d1` and transition dipole `mu`. -/
def dipole (d0 d1 mu : ℝ) : Matrix (Fin 2) (Fin 2) ℝ := !![d0, mu; mu, d1]

/-- The Hamiltonian in a static field `F`. -/
def hamiltonian (D d0 d1 mu F : ℝ) : Matrix (Fin 2) (Fin 2) ℝ :=
  freeH D - F • dipole d0 d1 mu

/-- Half the distance between the two levels in the field `F`. -/
def halfGap (D d0 d1 mu F : ℝ) : ℝ :=
  √(((D - F * (d1 - d0)) / 2) ^ 2 + (F * mu) ^ 2)

/-- The lower level in the field `F`. -/
def lower (D d0 d1 mu F : ℝ) : ℝ := (D - F * (d0 + d1)) / 2 - halfGap D d0 d1 mu F

/-- The upper level in the field `F`. -/
def upper (D d0 d1 mu F : ℝ) : ℝ := (D - F * (d0 + d1)) / 2 + halfGap D d0 d1 mu F

/-- `ln Z / β` for two levels `e0`, `e1` that depend on the field, for `β ≠ 0`. -/
def lnZ (β : ℝ) (e0 e1 : ℝ → ℝ) (F : ℝ) : ℝ :=
  Real.log (Real.exp (-β * e0 F) + Real.exp (-β * e1 F)) / β

/-- The Gibbs weight of the level `0` without field. -/
def p0 (β D : ℝ) : ℝ := 1 / (1 + Real.exp (-β * D))

/-- The Gibbs weight of the level `D` without field. -/
def p1 (β D : ℝ) : ℝ := Real.exp (-β * D) / (1 + Real.exp (-β * D))

/-- The field-free imaginary-time propagator `exp (-t H)`. -/
def evol (D t : ℝ) : Matrix (Fin 2) (Fin 2) ℝ := NormedSpace.exp ((-t) • freeH D)

/-- The thermal mean of the dipole without field. -/
def meanDipole (β D d0 d1 mu : ℝ) : ℝ :=
  (evol D β * dipole d0 d1 mu).trace / (evol D β).trace

/-- The thermal correlation of the dipole at imaginary time `τ` with the dipole at time zero,
without field. -/
def correlation (β D d0 d1 mu τ : ℝ) : ℝ :=
  (evol D (β - τ) * dipole d0 d1 mu * evol D τ * dipole d0 d1 mu).trace / (evol D β).trace

/-- The characteristic polynomial of the Hamiltonian in the field has exactly the lower and the
upper level as its roots, counted with multiplicity. -/
theorem charpoly_levels (D d0 d1 mu F x : ℝ) :
    (x • (1 : Matrix (Fin 2) (Fin 2) ℝ) - hamiltonian D d0 d1 mu F).det =
      (x - lower D d0 d1 mu F) * (x - upper D d0 d1 mu F) := by
  have hsq : halfGap D d0 d1 mu F ^ 2 =
      ((D - F * (d1 - d0)) / 2) ^ 2 + (F * mu) ^ 2 := Real.sq_sqrt (by positivity)
  rw [Matrix.det_fin_two]
  simp [hamiltonian, freeH, dipole, lower, upper]
  linear_combination hsq

/-- For `β ≠ 0` and differentiable levels, the slope of `ln Z / β` is minus the thermal mean of
the level slopes. -/
theorem hasDerivAt_lnZ {e0 e1 : ℝ → ℝ} {a0 a1 F β : ℝ} (hβ : β ≠ 0)
    (h0 : HasDerivAt e0 a0 F) (h1 : HasDerivAt e1 a1 F) :
    HasDerivAt (lnZ β e0 e1)
      (-(Real.exp (-β * e0 F) * a0 + Real.exp (-β * e1 F) * a1) /
        (Real.exp (-β * e0 F) + Real.exp (-β * e1 F))) F := by
  have g0 : HasDerivAt (fun x => Real.exp (-β * e0 x))
      (Real.exp (-β * e0 F) * (-β * a0)) F := (h0.const_mul (-β)).exp
  have g1 : HasDerivAt (fun x => Real.exp (-β * e1 x))
      (Real.exp (-β * e1 F) * (-β * a1)) F := (h1.const_mul (-β)).exp
  have hZ : Real.exp (-β * e0 F) + Real.exp (-β * e1 F) ≠ 0 := by positivity
  have h : HasDerivAt (lnZ β e0 e1) _ F := ((g0.fun_add g1).log hZ).div_const β
  refine h.congr_deriv ?_
  rw [div_div, div_eq_div_iff (mul_ne_zero hZ hβ) hZ]
  ring

/-- For `β ≠ 0` and levels with slopes `v0`, `v1` near `F` and curvatures `b0`, `b1` at `F`, the
second derivative of `ln Z / β` is minus the mean curvature plus `β` times the thermal variance
of the slopes. -/
theorem hasDerivAt_deriv_lnZ {e0 e1 v0 v1 : ℝ → ℝ} {b0 b1 F β : ℝ} (hβ : β ≠ 0)
    (h0 : ∀ᶠ x in 𝓝 F, HasDerivAt e0 (v0 x) x) (h1 : ∀ᶠ x in 𝓝 F, HasDerivAt e1 (v1 x) x)
    (k0 : HasDerivAt v0 b0 F) (k1 : HasDerivAt v1 b1 F) :
    HasDerivAt (deriv (lnZ β e0 e1))
      (-(Real.exp (-β * e0 F) * b0 + Real.exp (-β * e1 F) * b1) /
        (Real.exp (-β * e0 F) + Real.exp (-β * e1 F)) +
      β * Real.exp (-β * e0 F) * Real.exp (-β * e1 F) * (v1 F - v0 F) ^ 2 /
        (Real.exp (-β * e0 F) + Real.exp (-β * e1 F)) ^ 2) F := by
  have g0 : HasDerivAt (fun x => Real.exp (-β * e0 x))
      (Real.exp (-β * e0 F) * (-β * v0 F)) F := (h0.self_of_nhds.const_mul (-β)).exp
  have g1 : HasDerivAt (fun x => Real.exp (-β * e1 x))
      (Real.exp (-β * e1 F) * (-β * v1 F)) F := (h1.self_of_nhds.const_mul (-β)).exp
  have hZ : Real.exp (-β * e0 F) + Real.exp (-β * e1 F) ≠ 0 := by positivity
  -- differentiate the thermal mean of the slopes as a quotient
  have h := ((g0.fun_mul k0).fun_add (g1.fun_mul k1)).fun_neg.fun_div (g0.fun_add g1) hZ
  refine (h.congr_of_eventuallyEq ?_).congr_deriv ?_
  · filter_upwards [h0, h1] with x a b using (hasDerivAt_lnZ hβ a b).deriv
  · rw [div_add_div _ _ hZ (pow_ne_zero 2 hZ),
      div_eq_div_iff (pow_ne_zero 2 hZ) (mul_ne_zero hZ (pow_ne_zero 2 hZ))]
    ring

/-- The slope of the half-gap as a function of the field, where the gap is open. -/
def gapSlope (D d0 d1 mu F : ℝ) : ℝ :=
  (F * (2 * mu ^ 2 + (d1 - d0) ^ 2 / 2) - D * (d1 - d0) / 2) / (2 * halfGap D d0 d1 mu F)

/-- Where the gap is open, the half-gap is differentiable in the field with slope `gapSlope`. -/
theorem hasDerivAt_halfGap {D d0 d1 mu F : ℝ} (h : 0 < halfGap D d0 d1 mu F) :
    HasDerivAt (halfGap D d0 d1 mu) (gapSlope D d0 d1 mu F) F := by
  have hq : HasDerivAt (fun F => ((D - F * (d1 - d0)) / 2) ^ 2 + (F * mu) ^ 2)
      (F * (2 * mu ^ 2 + (d1 - d0) ^ 2 / 2) - D * (d1 - d0) / 2) F := by
    have a := ((((hasDerivAt_id' F).mul_const (d1 - d0)).const_sub D).div_const 2).fun_pow 2
    have b := ((hasDerivAt_id' F).mul_const mu).fun_pow 2
    exact (a.fun_add b).congr_deriv (by norm_num; ring)
  exact hq.sqrt (Real.sqrt_pos.mp h).ne'

/-- For `D > 0` the half-gap has curvature `2 mu² / D` at zero field. -/
theorem hasDerivAt_gapSlope {D : ℝ} (d0 d1 mu : ℝ) (hD : 0 < D) :
    HasDerivAt (gapSlope D d0 d1 mu) (2 * mu ^ 2 / D) 0 := by
  have hg : halfGap D d0 d1 mu 0 = D / 2 := by
    rw [halfGap, show ((D - 0 * (d1 - d0)) / 2) ^ 2 + (0 * mu) ^ 2 = (D / 2) ^ 2 by ring,
      Real.sqrt_sq (by positivity)]
  have hpos : 0 < halfGap D d0 d1 mu 0 := by rw [hg]; positivity
  have hn := ((hasDerivAt_id' (0 : ℝ)).mul_const
    (2 * mu ^ 2 + (d1 - d0) ^ 2 / 2)).sub_const (D * (d1 - d0) / 2)
  have h : HasDerivAt (gapSlope D d0 d1 mu) _ 0 :=
    hn.fun_div ((hasDerivAt_halfGap hpos).const_mul 2) (by positivity)
  refine h.congr_deriv ?_
  rw [gapSlope, hg]
  field_simp
  ring

/-- For `D, β > 0`, `ln Z / β` is differentiable near zero field, and its second derivative at
zero field is an interband term plus a Curie term from the difference of permanent dipoles. -/
theorem static_response {D β : ℝ} (d0 d1 mu : ℝ) (hD : 0 < D) (hβ : 0 < β) :
    (∀ᶠ F in 𝓝 0, DifferentiableAt ℝ (lnZ β (lower D d0 d1 mu) (upper D d0 d1 mu)) F) ∧
    HasDerivAt (deriv (lnZ β (lower D d0 d1 mu) (upper D d0 d1 mu)))
      (2 * mu ^ 2 * (p0 β D - p1 β D) / D + β * p0 β D * p1 β D * (d1 - d0) ^ 2) 0 := by
  have hg : halfGap D d0 d1 mu 0 = D / 2 := by
    rw [halfGap, show ((D - 0 * (d1 - d0)) / 2) ^ 2 + (0 * mu) ^ 2 = (D / 2) ^ 2 by ring,
      Real.sqrt_sq (by positivity)]
  have hc : Continuous (halfGap D d0 d1 mu) := Real.continuous_sqrt.comp (by fun_prop)
  -- the gap stays open in weak fields
  have hopen : ∀ᶠ F in 𝓝 (0 : ℝ), 0 < halfGap D d0 d1 mu F :=
    (isOpen_lt continuous_const hc).mem_nhds (by
      change 0 < halfGap D d0 d1 mu 0
      rw [hg]; positivity)
  have hm (F : ℝ) : HasDerivAt (fun F => (D - F * (d0 + d1)) / 2) (-(d0 + d1) / 2) F :=
    ((((hasDerivAt_id' F).mul_const (d0 + d1)).const_sub D).div_const 2).congr_deriv (by ring)
  have h0 : ∀ᶠ F in 𝓝 (0 : ℝ), HasDerivAt (lower D d0 d1 mu)
      (-(d0 + d1) / 2 - gapSlope D d0 d1 mu F) F := by
    filter_upwards [hopen] with F h using (hm F).fun_sub (hasDerivAt_halfGap h)
  have h1 : ∀ᶠ F in 𝓝 (0 : ℝ), HasDerivAt (upper D d0 d1 mu)
      (-(d0 + d1) / 2 + gapSlope D d0 d1 mu F) F := by
    filter_upwards [hopen] with F h using (hm F).fun_add (hasDerivAt_halfGap h)
  refine ⟨?_, ?_⟩
  · filter_upwards [h0, h1] with F a b using (hasDerivAt_lnZ hβ.ne' a b).differentiableAt
  · have hs := hasDerivAt_gapSlope d0 d1 mu hD
    have h := hasDerivAt_deriv_lnZ hβ.ne' h0 h1 (hs.const_sub (-(d0 + d1) / 2))
      (hs.const_add (-(d0 + d1) / 2))
    have hl : lower D d0 d1 mu 0 = 0 := by rw [lower, hg]; ring
    have hu : upper D d0 d1 mu 0 = D := by rw [upper, hg]; ring
    have hs0 : gapSlope D d0 d1 mu 0 = -(d1 - d0) / 2 := by
      rw [gapSlope, hg]
      field_simp
      ring
    refine h.congr_deriv ?_
    have hx : 1 + Real.exp (-β * D) ≠ 0 := by positivity
    simp only [hl, hu, hs0, mul_zero, Real.exp_zero, p0, p1]
    generalize Real.exp (-β * D) = x at *
    field_simp
    ring

/-- The field-free propagator is diagonal, with entries `1` and `exp (-t D)`. -/
theorem evol_eq (D t : ℝ) : evol D t = !![1, 0; 0, Real.exp (-t * D)] := by
  have hd : (-t) • freeH D = Matrix.diagonal ![0, -t * D] := by
    ext i j
    fin_cases i <;> fin_cases j <;> simp [freeH]
  have hv : NormedSpace.exp (![0, -t * D] : Fin 2 → ℝ) = ![1, Real.exp (-t * D)] := by
    ext i
    -- evaluation at an index is a continuous ring homomorphism, so it commutes with `exp`
    have h : NormedSpace.exp (![0, -t * D] : Fin 2 → ℝ) i =
        NormedSpace.exp ((![0, -t * D] : Fin 2 → ℝ) i) :=
      NormedSpace.map_exp (Pi.evalRingHom (fun _ : Fin 2 => ℝ) i) (continuous_apply i) _
    rw [h, ← Real.exp_eq_exp_ℝ]
    fin_cases i <;> simp
  rw [evol, hd, Matrix.exp_diagonal, hv]
  ext i j
  fin_cases i <;> fin_cases j <;> simp

/-- For `D ≠ 0`, the imaginary-time integral of the dipole correlation, less `β` times the squared
mean dipole, is the sum of the interband term and the Curie term. -/
theorem kubo_integral {D : ℝ} (β d0 d1 mu : ℝ) (hD : D ≠ 0) :
    (∫ τ in (0 : ℝ)..β, correlation β D d0 d1 mu τ) - β * meanDipole β D d0 d1 mu ^ 2 =
      2 * mu ^ 2 * (p0 β D - p1 β D) / D + β * p0 β D * p1 β D * (d1 - d0) ^ 2 := by
  have hx : 1 + Real.exp (-β * D) ≠ 0 := by positivity
  have hcorr : correlation β D d0 d1 mu = fun τ =>
      (d0 ^ 2 + d1 ^ 2 * Real.exp (-β * D) +
        mu ^ 2 * (Real.exp (-τ * D) + Real.exp (-(β - τ) * D))) / (1 + Real.exp (-β * D)) := by
    funext τ
    have he : Real.exp (-β * D) = Real.exp (-(β - τ) * D) * Real.exp (-τ * D) := by
      rw [← Real.exp_add]; congr 1; ring
    rw [correlation, evol_eq, evol_eq, evol_eq, Matrix.trace_fin_two, Matrix.trace_fin_two]
    simp only [dipole, Matrix.mul_apply, Fin.sum_univ_two, Matrix.of_apply, Matrix.cons_val',
      Matrix.cons_val_zero, Matrix.cons_val_one, Matrix.cons_val_fin_one]
    congr 1
    rw [he]
    ring
  have hmean : meanDipole β D d0 d1 mu =
      (d0 + d1 * Real.exp (-β * D)) / (1 + Real.exp (-β * D)) := by
    rw [meanDipole, evol_eq, Matrix.trace_fin_two, Matrix.trace_fin_two]
    simp only [dipole, Matrix.mul_apply, Fin.sum_univ_two, Matrix.of_apply, Matrix.cons_val',
      Matrix.cons_val_zero, Matrix.cons_val_one, Matrix.cons_val_fin_one]
    congr 1
    ring
  -- an explicit antiderivative of the correlation function
  have hder (τ : ℝ) : HasDerivAt (fun t => (t * (d0 ^ 2 + d1 ^ 2 * Real.exp (-β * D)) +
      mu ^ 2 * ((Real.exp (-(β - t) * D) - Real.exp (-t * D)) / D)) / (1 + Real.exp (-β * D)))
      (correlation β D d0 d1 mu τ) τ := by
    have a := ((hasDerivAt_id' τ).fun_neg.mul_const D).exp
    have b := (((hasDerivAt_id' τ).const_sub β).fun_neg.mul_const D).exp
    have c := (hasDerivAt_id' τ).mul_const (d0 ^ 2 + d1 ^ 2 * Real.exp (-β * D))
    refine ((c.fun_add (((b.fun_sub a).div_const D).const_mul (mu ^ 2))).div_const
      (1 + Real.exp (-β * D))).congr_deriv ?_
    rw [hcorr]
    congr 1
    generalize Real.exp (-(β - τ) * D) = y
    generalize Real.exp (-τ * D) = z
    field_simp
    ring
  have hcont : Continuous (correlation β D d0 d1 mu) := by
    rw [hcorr]
    exact Continuous.div_const (by fun_prop) _
  rw [intervalIntegral.integral_eq_sub_of_hasDerivAt (fun τ _ => hder τ)
    (hcont.intervalIntegrable 0 β), hmean]
  simp only [sub_self, sub_zero, neg_zero, zero_mul, Real.exp_zero, p0, p1]
  generalize Real.exp (-β * D) = x at *
  field_simp
  ring

/-- Static Kubo formula: for `D, β > 0` the second derivative of `ln Z / β` at zero field is the
imaginary-time integral of the dipole correlation less `β` times the squared mean dipole. -/
theorem kubo_formula {D β : ℝ} (d0 d1 mu : ℝ) (hD : 0 < D) (hβ : 0 < β) :
    HasDerivAt (deriv (lnZ β (lower D d0 d1 mu) (upper D d0 d1 mu)))
      ((∫ τ in (0 : ℝ)..β, correlation β D d0 d1 mu τ) - β * meanDipole β D d0 d1 mu ^ 2) 0 := by
  rw [kubo_integral β d0 d1 mu hD.ne']
  exact (static_response d0 d1 mu hD hβ).2

end

end TwoLevelKubo
```

```lean
#print axioms TwoLevelKubo.charpoly_levels
#print axioms TwoLevelKubo.kubo_formula
```

```
'TwoLevelKubo.charpoly_levels' depends on axioms: [propext, Classical.choice, Quot.sound]
'TwoLevelKubo.kubo_formula' depends on axioms: [propext, Classical.choice, Quot.sound]
```

## What the theorems say, and for which systems

`hamiltonian` is the matrix $H(F)$, with the sign convention $-FA$; `dipole` is $A$. The functions `lower` and `upper` are $E_0$ and $E_1$, and `charpoly_levels` identifies them as the eigenvalues with multiplicity. `lnZ` is $\Phi$, built from these levels. `evol` is a true matrix exponential, and `correlation` and `meanDipole` are normalised traces containing it.

`static_response` states that $\Phi$ is differentiable throughout some neighbourhood of zero field, and that its derivative has the stated derivative at zero. The first part matters because Lean's `deriv` returns $0$ where no derivative exists. `kubo_formula` gives the same second derivative as the correlation integral less $\beta\langle A\rangle^2$.

The hypothesis `0 < D` keeps the field-free levels apart and puts the level at $0$ lowest; `0 < β` means a positive, finite temperature. The integral identity `kubo_integral` needs only $D\neq0$.

The scope is one real field component acting on a system with only two levels, in thermal equilibrium. Kubo's name is also attached to frequency-dependent response in real time, which involves dynamics that this static identity does not describe. Degenerate levels, complex couplings and larger bases are not treated.

## How the lemmas divide the work

`hasDerivAt_lnZ` is the first derivative above, and `hasDerivAt_deriv_lnZ` is the second, for any two levels with the required derivatives. In the latter, `filter_upwards` replaces `deriv` by the mean-slope formula near the point, the quotient rule differentiates it, and `ring` collects the variance.

`hasDerivAt_halfGap` and `hasDerivAt_gapSlope` supply $g'$ and $g''(0)$. The square root is differentiable only where its argument is nonzero, so `static_response` first uses continuity to show that the gap stays open in weak fields. It then inserts the slopes and curvatures.

`evol_eq` evaluates the matrix exponential entry by entry on the diagonal. `kubo_integral` computes the traces, checks an explicit antiderivative and applies the fundamental theorem of calculus. `kubo_formula` joins the two evaluations.
